# The sum of 1/((n+a)(n+b)) over all integers as a difference of cotangents, for distinct non-integer a and b

The failing declaration, `hasSum_pair`, takes two distinct complex numbers a and b, neither of them an integer. It states that the series of 1/((n+a)(n+b)) over all integers n converges to (π cot πa − π cot πb)/(b − a). This is a statement of pure analysis, with no physical model assumed. The attempt splits each term into partial fractions and pairs the terms at n and −n, so that the sum runs over positive integers with the n = 0 term apart. It then compares the result with the known series for the cotangent, using the fact that a series has only one sum.

This version doesn't compile in Lean 4 with Mathlib:

```lean
import Mathlib

open Complex
open scoped Real

namespace HasSumPair

noncomputable section

/-- The series of `1/((n+a)(n+b))` over all integers converges, where any term with a zero
denominator is read as `0`. -/
theorem summable_pair (a b : ℂ) :
    Summable (fun n : ℤ => 1 / (((n : ℂ) + a) * (n + b))) := by
  obtain ⟨N, hN⟩ := exists_nat_gt (2 * ‖a‖ + 2 * ‖b‖)
  -- outside a finite window each factor is at least |n|/2
  refine Summable.of_norm_bounded_eventually
    ((Real.summable_one_div_int_pow.mpr one_lt_two).mul_left 4) ?_
  filter_upwards [(Set.finite_Icc (-(N : ℤ)) N).compl_mem_cofinite] with n hn
  have hn' : (N : ℝ) < |(n : ℝ)| := by
    have : (N : ℤ) < |n| := by
      by_contra h
      exact hn (abs_le.mp (not_lt.mp h))
    exact_mod_cast this
  have key : ∀ c : ℂ, 2 * ‖c‖ ≤ |(n : ℝ)| → |(n : ℝ)| / 2 ≤ ‖(n : ℂ) + c‖ := by
    intro c hc
    have := norm_sub_le ((n : ℂ) + c) c
    rw [add_sub_cancel_right, Complex.norm_intCast] at this
    linarith
  have ha := key a (by linarith [norm_nonneg b])
  have hb := key b (by linarith [norm_nonneg a])
  have hpos : 0 < |(n : ℝ)| / 2 := by linarith [norm_nonneg a, norm_nonneg b]
  rw [norm_div, norm_one, norm_mul]
  calc 1 / (‖(n : ℂ) + a‖ * ‖(n : ℂ) + b‖)
      ≤ 1 / (|(n : ℝ)| / 2 * (|(n : ℝ)| / 2)) :=
        one_div_le_one_div_of_le (mul_pos hpos hpos)
          (mul_le_mul ha hb hpos.le (norm_nonneg _))
    _ = 4 * (1 / (n : ℝ) ^ 2) := by rw [← sq_abs (n : ℝ)]; ring

/-- For distinct non-integer `a` and `b`, the series of `1/((n+a)(n+b))` over all integers
is `π` times a difference of cotangents, divided by `b - a`. -/
theorem hasSum_pair {a b : ℂ} (ha : ∀ n : ℤ, (n : ℂ) + a ≠ 0)
    (hb : ∀ n : ℤ, (n : ℂ) + b ≠ 0) (hab : b - a ≠ 0) :
    HasSum (fun n : ℤ => 1 / (((n : ℂ) + a) * (n + b)))
      ((π * cot (π * a) - π * cot (π * b)) / (b - a)) := by
  have cotS : ∀ x : ℂ, (∀ n : ℤ, (n : ℂ) + x ≠ 0) →
      HasSum (fun n : ℕ => 1 / (x - (n + 1)) + 1 / (x + (n + 1)))
        (π * cot (π * x) - 1 / x) := by
    intro x hx
    have hx' : x ∈ Complex.integerComplement := by
      show ¬ ∃ n : ℤ, (n : ℂ) = x
      rintro ⟨n, hn⟩
      exact hx (-n) (by rw [← hn]; push_cast; ring)
    rw [cot_series_rep' hx']
    exact (Summable_cotTerm hx').hasSum
  have hs := summable_pair a b
  obtain ⟨S, hS⟩ : ∃ S : ℤ → ℂ, S = fun n : ℤ => 1 / (((n : ℂ) + a) * (n + b)) := ⟨_, rfl⟩
  rw [← hS] at hs ⊢
  -- partial fractions
  have pf : ∀ n : ℤ, S n = (1 / ((n : ℂ) + a) - 1 / (n + b)) / (b - a) := by
    intro n
    have h1 := ha n
    have h2 := hb n
    rw [hS, div_sub_div _ _ h1 h2, div_div, div_eq_div_iff (mul_ne_zero h1 h2)
      (mul_ne_zero (mul_ne_zero h1 h2) hab)]
    ring
  -- fold the integers onto the naturals and compare with the cotangent series
  have h1 := (hasSum_nat_add_iff' 1).mpr hs.hasSum.nat_add_neg
  have h2 := ((cotS a ha).sub (cotS b hb)).div_const (b - a)
  have hu := h1.unique (by
    convert h2 using 1
    funext n
    rw [pf, pf]
    push_cast
    ring)
  rw [Finset.sum_range_one] at hu
  simp only [Nat.cast_zero, neg_zero] at hu
  have h0 := pf 0
  rw [Int.cast_zero, zero_add, zero_add] at h0
  have hT : ∑' n, S n = (π * cot (π * a) - π * cot (π * b)) / (b - a) := by
    linear_combination hu + h0
  rw [← hT]
  exact hs.hasSum

end

end HasSumPair
```

Compiling this gives:

```
Main.lean:54:11: warning: `Summable_cotTerm` has been deprecated: Use `summable_cotTerm` instead
Main.lean:71:4: error: Tactic `apply` failed: could not unify the conclusion of `@funext`
  ?f = ?g
with the goal
  addCommGroup.toAddCommMonoid = Field.toSemifield.toDivisionSemiring.toAddCommMonoid

Note: The full type of `@funext` is
  ∀ {α : Sort ?u.224} {β : α → Sort ?u.223} {f g : (x : α) → β x}, (∀ (x : α), f x = g x) → f = g

case e'_3
a b : ℂ
ha : ∀ (n : ℤ), ↑n + a ≠ 0
hb : ∀ (n : ℤ), ↑n + b ≠ 0
hab : b - a ≠ 0
cotS :
  ∀ (x : ℂ),
    (∀ (n : ℤ), ↑n + x ≠ 0) → HasSum (fun n => 1 / (x - (↑n + 1)) + 1 / (x + (↑n + 1))) (↑π * (↑π * x).cot - 1 / x)
S : ℤ → ℂ
hs : Summable S
hS : S = fun n => 1 / ((↑n + a) * (↑n + b))
pf : ∀ (n : ℤ), S n = (1 / (↑n + a) - 1 / (↑n + b)) / (b - a)
h1 : HasSum (fun n => S ↑(n + 1) + S (-↑(n + 1))) (∑' (b : ℤ), S b + S 0 - ∑ i ∈ Finset.range 1, (S ↑i + S (-↑i)))
h2 :
  HasSum (fun i => (1 / (a - (↑i + 1)) + 1 / (a + (↑i + 1)) - (1 / (b - (↑i + 1)) + 1 / (b + (↑i + 1)))) / (b - a))
    ((↑π * (↑π * a).cot - 1 / a - (↑π * (↑π * b).cot - 1 / b)) / (b - a))
⊢ addCommGroup.toAddCommMonoid = Field.toSemifield.toDivisionSemiring.toAddCommMonoid
```

The error is at `funext n`. The step before it, `convert h2 using 1`, was meant to leave an equation between the two series' terms, but the first goal it left was an equation between two `AddCommMonoid` structures. One is obtained from an additive commutative group, the other from a field by way of its division semiring. `funext` proves equality of functions, so it could not be applied to that goal.

The repair states the equality of the terms by itself, as `e`, where `funext n` does apply, and proves it with the same steps as before. `rw [e] at h1` then puts the terms of `h1` in the form the cotangent series has. The cotangent result is now passed straight to `h1.unique`, without `convert`, so the two structures never appear as a goal; Lean accepts them as the same when it checks the types.

The warning only says that `Summable_cotTerm` is a deprecated name. Changing it to `summable_cotTerm` is tidying and has no part in curing the error.

As a diff, the version that Lean accepts:

```diff
@@ -52,5 +52,5 @@
       exact hx (-n) (by rw [← hn]; push_cast; ring)
     rw [cot_series_rep' hx']
-    exact (Summable_cotTerm hx').hasSum
+    exact (summable_cotTerm hx').hasSum
   have hs := summable_pair a b
   obtain ⟨S, hS⟩ : ∃ S : ℤ → ℂ, S = fun n : ℤ => 1 / (((n : ℂ) + a) * (n + b)) := ⟨_, rfl⟩
@@ -66,11 +66,13 @@
   -- fold the integers onto the naturals and compare with the cotangent series
   have h1 := (hasSum_nat_add_iff' 1).mpr hs.hasSum.nat_add_neg
-  have h2 := ((cotS a ha).sub (cotS b hb)).div_const (b - a)
-  have hu := h1.unique (by
-    convert h2 using 1
+  have e : (fun n : ℕ => S ((n + 1 : ℕ) : ℤ) + S (-((n + 1 : ℕ) : ℤ))) =
+      fun n : ℕ => (1 / (a - (n + 1)) + 1 / (a + (n + 1)) -
+        (1 / (b - (n + 1)) + 1 / (b + (n + 1)))) / (b - a) := by
     funext n
     rw [pf, pf]
     push_cast
-    ring)
+    ring
+  rw [e] at h1
+  have hu := h1.unique (((cotS a ha).sub (cotS b hb)).div_const (b - a))
   rw [Finset.sum_range_one] at hu
   simp only [Nat.cast_zero, neg_zero] at hu
```
